# A weakly coupled transition leaves a Casida eigenvalue near its squared gap

Before trusting a charge-transfer energy from linear-response TDDFT with a non-hybrid functional, one can compute the norm of the coupling-matrix column that belongs to the donor–acceptor transition. If that norm is small, some root of the Casida equation must lie close to the bare Kohn–Sham gap, whatever the other columns contain. For a symmetric, frequency-independent coupling matrix over finitely many transitions, the bound below says how close.

## From a small column to a nearby root

Label the transitions by j and k. Let D_j > 0 be the Kohn–Sham gaps, none larger than Dmax, and let K be the real symmetric coupling matrix, whose elements are the matrix elements of the Hartree and exchange–correlation kernel between transition densities. With δ_jk the Kronecker delta, the Casida matrix is

C_jk = D_j² δ_jk + 2√(D_j D_k) K_jk,

and its eigenvalues are squared excitation energies. Fix a transition i whose column has norm √(Σ_j K_ji²) ≤ δ. The claim is that C has an eigenvalue λ with

|λ − D_i²| ≤ ε, where ε = 2√(D_i Dmax) δ.

Take the bare transition, the unit vector e_i, as a trial vector. Its residual r = C e_i − D_i² e_i has components

r_j = 2√(D_j D_i) K_ji,

because the diagonal term D_i² cancels. Hence

|r|² = 4 D_i Σ_j D_j K_ji² ≤ 4 D_i Dmax δ² = ε².

Since C is real symmetric, it has an orthonormal eigenbasis u_k with eigenvalues λ_k. Symmetry gives u_k·(C e_i) = λ_k (u_k·e_i), so

u_k·r = (λ_k − D_i²)(u_k·e_i),

|r|² = Σ_k (λ_k − D_i²)² (u_k·e_i)².

The weights (u_k·e_i)² sum to 1. If every λ_k were farther than ε from D_i², the right-hand side would exceed ε², a contradiction.

To pass to energies, suppose that ε ≤ D_i². Then λ ≥ 0, and ω = √λ satisfies

|ω − D_i| (ω + D_i) = |λ − D_i²| ≤ ε.

Since ω + D_i ≥ D_i, this gives |ω − D_i| ≤ ε/D_i.

Now let the donor–acceptor distance R grow at fixed gaps, with the column norm at most c·exp(−aR) for some a > 0. This condition stands for the vanishing overlap of donor and acceptor orbitals: their product, the transition density, decays exponentially, and with a semilocal exchange–correlation kernel the whole column, Hartree part included, decays with it. For large R,

R |ω − D_i| ≤ 2√(D_i Dmax) c R exp(−aR) / D_i → 0.

A term proportional to 1/R in ω − D_i would leave a nonzero limit, so there is none. For a neutral donor and a neutral acceptor, the physical charge-transfer energy does contain the electron–hole attraction −1/R (in atomic units). That fact, together with the identification of the root with the charge-transfer state, is what turns the bound into a failure of the approximation; both are physical input and play no part in the derivation.

## The Casida matrix and its eigenvalues in Lean

```lean
import Mathlib

open Matrix Filter Topology

namespace ChargeTransferCasida

noncomputable section

variable {n : Type*} [Fintype n] [DecidableEq n]
```

The transitions form a finite type `n`, so continuum states are absent.

```lean
/-- The Casida matrix built from the orbital-energy gaps `D` and the coupling matrix `K`. -/
def casida (D : n → ℝ) (K : Matrix n n ℝ) : Matrix n n ℝ :=
  Matrix.of fun j k => (if j = k then D j ^ 2 else 0) + 2 * √(D j * D k) * K j k
```

The `if` expression is the Kronecker delta term. The formula assumes real orbitals and an adiabatic exchange–correlation kernel derived from a multiplicative potential. The explicit 2 comes from combining excitations with de-excitations, and any spin factor is absorbed into `K`. Hybrid functionals with exact exchange lead to a different matrix and are not covered.

```lean
/-- The Euclidean norm of column `i` of the coupling matrix: the total strength with which
transition `i` couples to all transitions, itself included. -/
def columnNorm (K : Matrix n n ℝ) (i : n) : ℝ := √(∑ j, K j i ^ 2)
```

The column includes the diagonal element `K i i`, the coupling of the transition to itself.

```lean
/-- The number `lam` is an eigenvalue of `C`: some nonzero vector is scaled by `lam`. -/
def IsEigenvalue (C : Matrix n n ℝ) (lam : ℝ) : Prop :=
  ∃ v : n → ℝ, v ≠ 0 ∧ C *ᵥ v = lam • v
```

An eigenvalue is a number with a nonzero real eigenvector, which need not be normalised.

## Symmetry and the residual bound

```lean
omit [Fintype n] in
/-- A symmetric coupling matrix gives a symmetric Casida matrix. -/
theorem casida_isSymm (D : n → ℝ) {K : Matrix n n ℝ} (hK : K.IsSymm) :
    (casida D K).IsSymm := by
  apply Matrix.IsSymm.ext
  intro j k
  simp only [casida, Matrix.of_apply]
  rw [hK.apply j k, mul_comm (D k) (D j)]
  rcases eq_or_ne j k with rfl | h
  · rfl
  · simp [h, h.symm]
```

Exchanging j and k swaps the factors under the root and the indices of K. The case split deals with the Kronecker delta.

```lean
/-- Residual bound: if a trial vector `v` satisfies the eigenvalue equation at `μ` up to a
relative error `ε`, a real symmetric matrix has an eigenvalue within `ε` of `μ`. -/
theorem exists_eigenvalue_near {C : Matrix n n ℝ} (hC : C.IsSymm) {v : n → ℝ} (hv : v ≠ 0)
    {μ ε : ℝ} (hε : 0 ≤ ε)
    (hr : (C *ᵥ v - μ • v) ⬝ᵥ (C *ᵥ v - μ • v) ≤ ε ^ 2 * (v ⬝ᵥ v)) :
    ∃ lam, IsEigenvalue C lam ∧ |lam - μ| ≤ ε := by
  have hH : C.IsHermitian := by
    rw [Matrix.IsHermitian, Matrix.conjTranspose_eq_transpose_of_trivial]
    exact hC
  have hin : ∀ x y : EuclideanSpace ℝ n, inner ℝ x y = x.ofLp ⬝ᵥ y.ofLp := by
    intro x y
    simp [PiLp.inner_apply, dotProduct, mul_comm]
  -- Parseval's identity in the eigenbasis
  have pars : ∀ w : n → ℝ, ∑ k, ((hH.eigenvectorBasis k).ofLp ⬝ᵥ w) ^ 2 = w ⬝ᵥ w := by
    intro w
    have h := hH.eigenvectorBasis.sum_inner_mul_inner (WithLp.toLp 2 w) (WithLp.toLp 2 w)
    simp only [hin] at h
    rw [← h]
    refine Finset.sum_congr rfl fun k _ => ?_
    rw [dotProduct_comm w, sq]
  have eig : ∀ k, C *ᵥ (hH.eigenvectorBasis k).ofLp
      = hH.eigenvalues k • (hH.eigenvectorBasis k).ofLp :=
    fun k => hH.mulVec_eigenvectorBasis k
  -- each component of the residual is the component of `v` times the eigenvalue distance
  have comp : ∀ k, (hH.eigenvectorBasis k).ofLp ⬝ᵥ (C *ᵥ v - μ • v)
      = (hH.eigenvalues k - μ) * ((hH.eigenvectorBasis k).ofLp ⬝ᵥ v) := by
    intro k
    rw [dotProduct_sub, Matrix.dotProduct_mulVec, ← Matrix.mulVec_transpose, hC.eq, eig k,
      smul_dotProduct, dotProduct_smul, smul_eq_mul, smul_eq_mul]
    ring
  by_contra hcon
  have far : ∀ k, ε ^ 2 < (hH.eigenvalues k - μ) ^ 2 := by
    intro k
    have hk : ε < |hH.eigenvalues k - μ| := by
      by_contra hle
      refine hcon ⟨hH.eigenvalues k, ⟨(hH.eigenvectorBasis k).ofLp, ?_, eig k⟩, not_lt.mp hle⟩
      intro h0
      apply hH.eigenvectorBasis.orthonormal.ne_zero k
      ext j
      exact congrFun h0 j
    rw [← sq_abs (hH.eigenvalues k - μ)]
    nlinarith
  have hne : ∃ k, (hH.eigenvectorBasis k).ofLp ⬝ᵥ v ≠ 0 := by
    by_contra hall
    push Not at hall
    apply hv
    rw [← dotProduct_self_eq_zero, ← pars v]
    exact Finset.sum_eq_zero fun k _ => by rw [hall k]; norm_num
  obtain ⟨k₀, hk₀⟩ := hne
  rw [← pars (C *ᵥ v - μ • v), ← pars v, Finset.mul_sum] at hr
  refine absurd hr (not_le_of_gt (Finset.sum_lt_sum (fun k _ => ?_) ⟨k₀, Finset.mem_univ _, ?_⟩))
  · rw [comp k, mul_pow]
    exact mul_le_mul_of_nonneg_right (far k).le (sq_nonneg _)
  · rw [comp k₀, mul_pow]
    exact mul_lt_mul_of_pos_right (far k₀) (by positivity)
```

This lemma holds for any real symmetric matrix and any nonzero trial vector `v`. Its hypothesis `hr` is the squared form of |Cv − μv| ≤ ε|v|; for the unit vector e_i the factor |v| is 1.

The proof follows the eigenbasis argument. `pars` is Parseval's identity, `eig` the eigenvalue equation for the basis vectors, and `comp` the formula for the components of the residual. Assuming that no eigenvalue lies within ε, `far` gives ε² < (λ_k − μ)² for every k. A nonzero `v` overlaps with at least one basis vector, `k₀`, and this makes the comparison of the two sums strict, which contradicts `hr`.

## The bound on the squared energy

```lean
/-- The bare transition `i` solves the Casida equation at its squared gap up to a residual
made of column `i` of the coupling matrix. -/
theorem casida_residual (D : n → ℝ) (K : Matrix n n ℝ) (i : n) :
    casida D K *ᵥ Pi.single i 1 - D i ^ 2 • (Pi.single i 1 : n → ℝ)
      = fun j => 2 * √(D j * D i) * K j i := by
  ext j
  rcases eq_or_ne j i with rfl | h
  · simp [casida]
  · simp [casida, h]
```

Here `Pi.single i 1` is e_i. For j = i the squared gap cancels, and for j ≠ i only the coupling term is present.

```lean
/-- For positive gaps at most `Dmax` and a symmetric coupling matrix whose column `i` has norm at
most `δ`, the Casida matrix has an eigenvalue within `2 √(D i * Dmax) δ` of `D i ^ 2`. -/
theorem charge_transfer_failure {D : n → ℝ} {K : Matrix n n ℝ} {Dmax δ : ℝ} {i : n}
    (hD : ∀ j, 0 < D j) (hmax : ∀ j, D j ≤ Dmax) (hK : K.IsSymm)
    (hcol : columnNorm K i ≤ δ) :
    ∃ lam, IsEigenvalue (casida D K) lam ∧ |lam - D i ^ 2| ≤ 2 * √(D i * Dmax) * δ := by
  have hδ : 0 ≤ δ := (Real.sqrt_nonneg _).trans hcol
  have hM : 0 ≤ D i * Dmax := mul_nonneg (hD i).le ((hD i).le.trans (hmax i))
  have hsum : ∑ j, K j i ^ 2 ≤ δ ^ 2 := (Real.sqrt_le_left hδ).mp hcol
  have hv : (Pi.single i 1 : n → ℝ) ≠ 0 := by
    intro h
    have h1 := congrFun h i
    simp at h1
  refine exists_eigenvalue_near (casida_isSymm D hK) hv (by positivity) ?_
  have hone : (Pi.single i 1 : n → ℝ) ⬝ᵥ Pi.single i 1 = 1 := by simp
  rw [casida_residual, hone, mul_one]
  -- bound every gap in the residual by the largest one
  calc (fun j => 2 * √(D j * D i) * K j i) ⬝ᵥ (fun j => 2 * √(D j * D i) * K j i)
      = ∑ j, 4 * (D j * D i) * K j i ^ 2 := by
        refine Finset.sum_congr rfl fun j _ => ?_
        have hs := Real.sq_sqrt (mul_pos (hD j) (hD i)).le
        linear_combination 4 * K j i ^ 2 * hs
    _ ≤ ∑ j, 4 * (D i * Dmax) * K j i ^ 2 := by
        refine Finset.sum_le_sum fun j _ => mul_le_mul_of_nonneg_right ?_ (sq_nonneg _)
        nlinarith [mul_le_mul_of_nonneg_left (hmax j) (hD i).le]
    _ = 4 * (D i * Dmax) * ∑ j, K j i ^ 2 := by rw [Finset.mul_sum]
    _ ≤ 4 * (D i * Dmax) * δ ^ 2 := mul_le_mul_of_nonneg_left hsum (by linarith)
    _ = (2 * √(D i * Dmax) * δ) ^ 2 := by
        linear_combination (-4) * δ ^ 2 * Real.sq_sqrt hM
```

In words: if all gaps are positive and at most `Dmax`, K is symmetric, and column i has norm at most δ, then some eigenvalue of the Casida matrix lies within 2√(D_i Dmax) δ of D_i². The `calc` block is the estimate of |r|² line by line: square the components, replace each D_j by Dmax, take out the common factor, and insert the column bound.

The theorem provides an eigenvalue and says nothing about its eigenvector. If another transition has nearly the same gap, the eigenvector may mix the two strongly, so the root need not be a pure charge-transfer state.

## Excitation energies and the separation limit

```lean
/-- For weak coupling the Casida matrix has an eigenvalue `ω ^ 2` whose excitation energy `ω`
lies within `2 √(D i * Dmax) δ / D i` of the bare gap. -/
theorem excitation_energy_near_gap {D : n → ℝ} {K : Matrix n n ℝ} {Dmax δ : ℝ} {i : n}
    (hD : ∀ j, 0 < D j) (hmax : ∀ j, D j ≤ Dmax) (hK : K.IsSymm)
    (hcol : columnNorm K i ≤ δ) (hweak : 2 * √(D i * Dmax) * δ ≤ D i ^ 2) :
    ∃ ω, 0 ≤ ω ∧ IsEigenvalue (casida D K) (ω ^ 2) ∧
      |ω - D i| ≤ 2 * √(D i * Dmax) * δ / D i := by
  obtain ⟨lam, hlam, hb⟩ := charge_transfer_failure hD hmax hK hcol
  have hpos : 0 ≤ lam := by linarith [(abs_le.mp hb).1]
  have hsq := Real.sq_sqrt hpos
  have hω := Real.sqrt_nonneg lam
  refine ⟨√lam, hω, by rwa [hsq], ?_⟩
  rw [le_div_iff₀ (hD i)]
  -- factor the difference of squares
  calc |√lam - D i| * D i ≤ |√lam - D i| * (√lam + D i) :=
        mul_le_mul_of_nonneg_left (by linarith) (abs_nonneg _)
    _ = |lam - D i ^ 2| := by
        rw [← abs_of_nonneg (add_nonneg hω (hD i).le), ← abs_mul]
        congr 1
        linear_combination hsq
    _ ≤ _ := hb
```

The hypothesis `hweak` is the condition ε ≤ D_i². It makes the eigenvalue non-negative, so that its square root is a real excitation energy. The `calc` block is the factorisation of the difference of squares.

```lean
/-- At fixed gaps, if the coupling column of transition `i` decays exponentially with the
donor-acceptor distance `R`, some excitation energy approaches the bare gap faster than `1/R`. -/
theorem no_coulomb_tail {D : n → ℝ} {K : ℝ → Matrix n n ℝ} {a c : ℝ} {i : n}
    (hD : ∀ j, 0 < D j) (hK : ∀ R, (K R).IsSymm) (ha : 0 < a)
    (hcol : ∀ R, columnNorm (K R) i ≤ c * Real.exp (-(a * R))) :
    ∃ ω : ℝ → ℝ, (∀ᶠ R in atTop, 0 ≤ ω R ∧ IsEigenvalue (casida D (K R)) (ω R ^ 2)) ∧
      Tendsto (fun R => R * (ω R - D i)) atTop (𝓝 0) := by
  have hmax : ∀ j, D j ≤ ∑ k, D k := fun j =>
    Finset.single_le_sum (fun k _ => (hD k).le) (Finset.mem_univ j)
  obtain ⟨B, hB⟩ : ∃ B, B = 2 * √(D i * ∑ k, D k) := ⟨_, rfl⟩
  have key : ∀ R, ∃ w, B * (c * Real.exp (-(a * R))) ≤ D i ^ 2 →
      0 ≤ w ∧ IsEigenvalue (casida D (K R)) (w ^ 2) ∧
        |w - D i| ≤ B * (c * Real.exp (-(a * R))) / D i := by
    intro R
    by_cases h : B * (c * Real.exp (-(a * R))) ≤ D i ^ 2
    · rw [hB] at h ⊢
      obtain ⟨w, hw⟩ := excitation_energy_near_gap hD hmax (hK R) (hcol R) h
      exact ⟨w, fun _ => hw⟩
    · exact ⟨0, fun h' => absurd h' h⟩
  choose ω hω using key
  have hlin : Tendsto (fun R : ℝ => a * R) atTop atTop := tendsto_id.const_mul_atTop ha
  have h0 : Tendsto (fun R : ℝ => B * c * ((a * R) ^ 0 * Real.exp (-(a * R)))) atTop (𝓝 0) := by
    have h := ((Real.tendsto_pow_mul_exp_neg_atTop_nhds_zero 0).comp hlin).const_mul (B * c)
    rw [mul_zero] at h
    exact h
  have h1 : Tendsto (fun R : ℝ => B * c / D i / a * ((a * R) ^ 1 * Real.exp (-(a * R))))
      atTop (𝓝 0) := by
    have h := ((Real.tendsto_pow_mul_exp_neg_atTop_nhds_zero 1).comp hlin).const_mul
      (B * c / D i / a)
    rw [mul_zero] at h
    exact h
  -- at large distance the coupling is weak enough for the energy bound
  have hsmall : ∀ᶠ R in atTop, B * (c * Real.exp (-(a * R))) ≤ D i ^ 2 := by
    filter_upwards [h0.eventually_lt_const (pow_pos (hD i) 2)] with R hR
    rw [pow_zero, one_mul, mul_assoc] at hR
    exact hR.le
  refine ⟨ω, hsmall.mono fun R hR => ⟨(hω R hR).1, (hω R hR).2.1⟩, squeeze_zero_norm' ?_ h1⟩
  filter_upwards [hsmall, eventually_ge_atTop (0 : ℝ)] with R hR hR0
  rw [Real.norm_eq_abs, abs_mul, abs_of_nonneg hR0]
  refine (mul_le_mul_of_nonneg_left (hω R hR).2.2 hR0).trans (le_of_eq ?_)
  have hDi := (hD i).ne'
  have ha' := ha.ne'
  generalize Real.exp (-(a * R)) = e
  field_simp
```

The gaps `D` do not depend on `R`, while the coupling matrix `K R` does. The exponential decay is assumed, not derived from orbitals. It is required for every real R, but a model given only for R ≥ 0 can be continued by setting K(R) = K(0) at negative R.

The conclusion is a function ω(R) such that, for all sufficiently large R, ω(R)² is an eigenvalue, and R(ω(R) − D_i) tends to zero. The value is chosen separately at each R, so the theorem does not claim that ω follows one state continuously.

The proof takes the sum of all gaps as Dmax, and `B` is the resulting prefactor. `key` applies the energy bound wherever the coupling is weak enough, and `hsmall` shows that this is so at large R. The limit `h1`, that R·exp(−aR) tends to zero, then closes the argument by squeezing.

## Equality for a single transition

With one transition of gap g > 0 and coupling κ, the only eigenvalue is λ = g² + 2gκ. It deviates from g² by 2g|κ|, which is exactly the bound with Dmax = g and δ = |κ|. The prefactor 2 therefore cannot be lowered in general.

```lean
/-- Sharpness: for a single transition with gap `g` and coupling `κ`, every eigenvalue deviates
from the squared gap by exactly the bound of the main theorem. -/
theorem single_transition_sharp (g κ lam : ℝ)
    (h : IsEigenvalue (casida (fun _ : Fin 1 => g) (Matrix.of fun _ _ => κ)) lam) :
    |lam - g ^ 2| = 2 * √(g * g) * columnNorm (Matrix.of fun _ _ : Fin 1 => κ) 0 := by
  obtain ⟨v, hv, hev⟩ := h
  have hv0 : v 0 ≠ 0 := by
    intro hz
    apply hv
    ext j
    rw [Subsingleton.elim j 0]
    exact hz
  have h0 : (g ^ 2 + 2 * √(g * g) * κ) * v 0 = lam * v 0 := by
    simpa [casida, Matrix.mulVec, dotProduct] using congrFun hev 0
  have hcol : columnNorm (Matrix.of fun _ _ : Fin 1 => κ) 0 = |κ| := by
    simp [columnNorm, Real.sqrt_sq_eq_abs]
  rw [← mul_right_cancel₀ hv0 h0, hcol, add_sub_cancel_left, abs_mul,
    abs_of_nonneg (by positivity : 0 ≤ 2 * √(g * g))]

end

end ChargeTransferCasida
```

The proof reads off the single component of the eigenvalue equation and divides by the nonzero entry `v 0`. The Lean statement allows any real g, with `√(g * g)` equal to |g|.

```lean
#print axioms ChargeTransferCasida.excitation_energy_near_gap
#print axioms ChargeTransferCasida.no_coulomb_tail
#print axioms ChargeTransferCasida.single_transition_sharp
```

```
'ChargeTransferCasida.excitation_energy_near_gap' depends on axioms: [propext, Classical.choice, Quot.sound]
'ChargeTransferCasida.no_coulomb_tail' depends on axioms: [propext, Classical.choice, Quot.sound]
'ChargeTransferCasida.single_transition_sharp' depends on axioms: [propext, Classical.choice, Quot.sound]
```

## The same argument in the Tamm–Dancoff approximation

The excitation energies could also have been modelled as eigenvalues of the Tamm–Dancoff matrix D_j δ_jk + K_jk, which neglects de-excitations. The residual of e_i would then be column i of K itself, and the residual bound would place an eigenvalue within δ of D_i. Dmax would not be needed, since the residual carries no gap factors, and neither would the weak-coupling condition, since no square root of the eigenvalue is taken. The price is that the statement would concern an approximation to the Casida equation.
